# The Ernst angle maximizes the steady-state signal of an ideally spoiled pulse train

To get the largest steady-state signal from a rapidly repeated, spoiled pulse experiment, one takes the repetition time $T_R$ and an estimate of the longitudinal relaxation time $T_1$, computes $E=e^{-T_R/T_1}$, and sets the flip angle to $\arccos E$. This is the Ernst angle. For fixed $T_R$, a single $T_1$ and transverse magnetization that is completely spoiled before each pulse, it gives the largest steady-state signal that any flip angle can give.

Let $M_0>0$ be the equilibrium magnetization along the static field, $a$ the flip angle in radians, and $E$ the fraction of the longitudinal deviation from equilibrium, as the pulse leaves it, that remains when the next pulse arrives, with $0\le E<1$. The steady-state signal just after a pulse is

$$S(a)=\frac{M_0(1-E)\sin a}{1-E\cos a},$$

and for every real $a$ it satisfies

$$S(a)\le M_0\sqrt{\frac{1-E}{1+E}}.$$

Equality holds exactly when $\cos a=E$ and $\sin a\ge 0$. For $a$ between $0$ and $\pi$ the second condition is automatic, so $\cos a=E$ alone decides.

## From the Bloch equation to the best flip angle

Between pulses the longitudinal magnetization $M(t)$ obeys $dM/dt=R(M_0-M)$ with the rate $R=1/T_1$. If it starts at $m$, then

$$M(t)=M_0+(m-M_0)e^{-Rt}.$$

Differentiation confirms this, because $dM/dt=-R(m-M_0)e^{-Rt}=R(M_0-M)$.

Let $m_n$ be the longitudinal magnetization after $n$ repetitions, just before the next pulse. The pulse leaves $m_n\cos a$ along the field and turns $m_n\sin a$ into the transverse plane. The transverse part is gone by the time of the following pulse, so only the longitudinal part carries over:

$$m_{n+1}=M_0+(m_n\cos a-M_0)E.$$

A steady value $m_*$ reproduces itself, which means $m_*(1-E\cos a)=M_0(1-E)$. The bracket on the left is positive, since

$$1-E\cos a=(1-E)+E(1-\cos a)>0.$$

There is therefore exactly one steady value,

$$m_*=\frac{M_0(1-E)}{1-E\cos a}.$$

Subtracting the steady-state equation from the recursion gives $m_{n+1}-m_*=E\cos a\,(m_n-m_*)$, and hence

$$m_n=m_*+(E\cos a)^n(m_0-m_*).$$

Because $|E\cos a|\le E<1$, the train approaches $m_*$ from any starting value $m_0$. The signal is $S(a)=m_*\sin a$.

The maximum can be found without differentiating $S$. Expanding and using $\sin^2a=1-\cos^2a$,

$$\begin{aligned}
(1-E\cos a)^2-(1-E^2)\sin^2a
&=1-2E\cos a+E^2\cos^2a-(1-E^2)(1-\cos^2a)\\
&=\cos^2a-2E\cos a+E^2\\
&=(\cos a-E)^2.
\end{aligned}$$

Now put the squared bound and the squared signal over a common denominator:

$$\begin{aligned}
M_0^2\,\frac{1-E}{1+E}-S(a)^2
&=\frac{M_0^2(1-E)}{(1+E)(1-E\cos a)^2}\Big[(1-E\cos a)^2-(1-E^2)\sin^2a\Big]\\
&=\frac{M_0^2(1-E)}{(1+E)(1-E\cos a)^2}\,(\cos a-E)^2.
\end{aligned}$$

The prefactor is positive and the last factor is a square, so $S(a)^2$ never exceeds the squared bound. As the bound itself is positive, $S(a)$ never exceeds it either.

If $S(a)$ equals the bound, the left side vanishes and $\cos a=E$. Moreover $S(a)=m_*\sin a$ is then positive, and since $m_*>0$, so is $\sin a$. Conversely, if $\cos a=E$ and $\sin a\ge0$, the squares agree and $S(a)$ is non-negative, so $S(a)$ equals the bound. The condition on the sine excludes angles such as $-\arccos E$, where the signal has the largest magnitude but the opposite sign.

## Recovery, pulse and signal as definitions

All quantities in the formal development are real numbers. The names `M0`, `E`, `a` and `m` stand for $M_0$, $E$, $a$ and a longitudinal magnetization.

In Lean 4 with Mathlib:

```lean
import Mathlib

open Filter Topology

namespace ErnstAngle

noncomputable section
```

The first definition is the recovery step. It takes the factor `E` as given and makes no reference to time.

```lean
/-- Longitudinal magnetization after recovery from `m` towards equilibrium `M0`,
when the deviation from equilibrium is reduced by the factor `E`. -/
def relax (M0 E m : ℝ) : ℝ := M0 + (m - M0) * E
```

One repetition consists of a pulse followed by recovery. The argument `m` is the magnetization just before the pulse, and so is the result, one repetition later. Two idealisations enter here: the pulse is an instantaneous rotation without relaxation, and no transverse magnetization survives to be turned back towards the field. Incomplete spoiling would require a recursion for the full magnetization vector.

```lean
/-- One repetition of the experiment: a pulse of flip angle `a` leaves `m cos a` along the
field, and recovery with factor `E` follows; transverse magnetization is spoiled. -/
def cycle (M0 E a m : ℝ) : ℝ := relax M0 E (m * Real.cos a)
```

The steady value $m_*$ is introduced by its closed form. That it deserves its name is proved below.

```lean
/-- The closed form for the longitudinal magnetization just before each pulse
in the steady state. -/
def steady (M0 E a : ℝ) : ℝ := M0 * (1 - E) / (1 - E * Real.cos a)
```

The signal is the signed transverse component immediately after the pulse. Transverse decay between pulse and detection is not included.

```lean
/-- The steady-state signal: the transverse magnetization just after the pulse. -/
def signal (M0 E a : ℝ) : ℝ := steady M0 E a * Real.sin a
```

## The recovery step solves the longitudinal Bloch equation

The next theorem ties the factor `E` to relaxation in time. With $E=e^{-Rt}$, the recovery starts at `m` when $t=0$, and its derivative at every time $t$ is $R(M_0-M(t))$. The predicate `HasDerivAt` says both that the function is differentiable at the point and what its derivative is there. The rate `R` is a parameter that stands for the exchange of energy between the spins and their surroundings; it is not derived from a microscopic model.

```lean
/-- With `E = exp (-R t)`, where `R` is the longitudinal relaxation rate, the recovery starts
at `m` and obeys the longitudinal Bloch equation `dM/dt = R (M0 - M)`. -/
theorem relax_bloch (M0 R m t : ℝ) :
    relax M0 (Real.exp (-(R * 0))) m = m ∧
    HasDerivAt (fun s => relax M0 (Real.exp (-(R * s))) m)
      (R * (M0 - relax M0 (Real.exp (-(R * t))) m)) t := by
  constructor
  · simp [relax]
  · have h1 : HasDerivAt (fun s : ℝ => -(R * s)) (-R) t :=
      ((hasDerivAt_id' t).const_mul R).fun_neg.congr_deriv (by ring)
    unfold relax
    exact ((h1.exp.const_mul (m - M0)).const_add M0).congr_deriv (by ring)
```

The proof differentiates the exponent, then the exponential, then the product with the constant $m-M_0$, as one does by hand. The final `ring` identifies the result with the right side of the Bloch equation.

## One steady state, reached from any start

Every theorem in this section and the next assumes $0\le E<1$, through the hypotheses `h0` and `h1`. Positivity of the denominator then follows from the splitting $(1-E)+E(1-\cos a)$. The product $E(1-\cos a)$ is non-negative, and `linarith` adds the strict inequality $E<1$.

```lean
/-- The denominator of the steady-state magnetization is positive. -/
theorem denom_pos {E : ℝ} (h0 : 0 ≤ E) (h1 : E < 1) (a : ℝ) :
    0 < 1 - E * Real.cos a := by
  have h := mul_nonneg h0 (sub_nonneg.mpr (Real.cos_le_one a))
  linarith
```

The fixed-point theorem is an equivalence: `m` is reproduced by one repetition if and only if it equals `steady M0 E a`. It thus contains both the existence and the uniqueness of the steady state.

```lean
/-- A longitudinal magnetization is reproduced by one repetition exactly when it is
the steady-state value. -/
theorem cycle_fixed_iff {E : ℝ} (h0 : 0 ≤ E) (h1 : E < 1) (M0 a m : ℝ) :
    cycle M0 E a m = m ↔ m = steady M0 E a := by
  have hD := denom_pos h0 h1 a
  unfold cycle relax steady
  rw [eq_div_iff hD.ne']
  constructor <;> intro h <;> linear_combination -h
```

After multiplication by the non-zero denominator, both sides of the equivalence are the same linear equation in `m`, up to sign. This is why a single `linear_combination -h` settles both directions.

The convergence theorem concerns the physical pulse train. The expression `(cycle M0 E a)^[n] m` is the $n$-fold repetition applied to the initial value `m`, which is $m_n$ with $m_0=m$. `Tendsto … atTop (𝓝 …)` says that this sequence converges to the steady value as $n\to\infty$.

```lean
/-- From any initial magnetization, the pulse train converges to the steady state. -/
theorem cycle_tendsto {E : ℝ} (h0 : 0 ≤ E) (h1 : E < 1) (M0 a m : ℝ) :
    Tendsto (fun n : ℕ => (cycle M0 E a)^[n] m) atTop (𝓝 (steady M0 E a)) := by
  have hS : cycle M0 E a (steady M0 E a) = steady M0 E a :=
    (cycle_fixed_iff h0 h1 M0 a _).mpr rfl
  -- each repetition multiplies the deviation from the steady state by `E cos a`
  have hn : ∀ n : ℕ, (cycle M0 E a)^[n] m =
      steady M0 E a + (E * Real.cos a) ^ n * (m - steady M0 E a) := by
    intro n
    induction n with
    | zero => simp
    | succ n ih =>
      rw [Function.iterate_succ_apply', ih]
      unfold cycle relax at hS ⊢
      linear_combination hS
  have hq : |E * Real.cos a| < 1 := by
    rw [abs_mul, abs_of_nonneg h0]
    have h := mul_nonneg h0 (sub_nonneg.mpr (Real.abs_cos_le_one a))
    linarith
  have hlim := ((tendsto_pow_atTop_nhds_zero_of_abs_lt_one hq).mul_const
    (m - steady M0 E a)).const_add (steady M0 E a)
  simp only [zero_mul, add_zero] at hlim
  exact hlim.congr (fun n => (hn n).symm)
```

The statement `hn` is the explicit formula for $m_n$, proved by induction on $n$. The induction step uses the fixed-point equation `hS`, just as the steady-state equation was subtracted from the recursion above. The statement `hq` is the estimate $|E\cos a|<1$, from which the powers tend to zero.

## The signal bound and its equality case

The central identity gives the shortfall of the squared signal exactly. It holds for every real `M0`, whatever its sign.

```lean
/-- The squared signal falls short of `M0² (1 - E) / (1 + E)` by an explicit multiple
of `(cos a - E)²`. -/
theorem signal_sq_deficit {E : ℝ} (h0 : 0 ≤ E) (h1 : E < 1) (M0 a : ℝ) :
    M0 ^ 2 * ((1 - E) / (1 + E)) - signal M0 E a ^ 2 =
      M0 ^ 2 * (1 - E) / ((1 + E) * (1 - E * Real.cos a) ^ 2) * (Real.cos a - E) ^ 2 := by
  have hD := (denom_pos h0 h1 a).ne'
  have hE : 1 + E ≠ 0 := by linarith
  have key : (Real.cos a - E) ^ 2 =
      (1 - E * Real.cos a) ^ 2 - (1 - E ^ 2) * Real.sin a ^ 2 := by
    linear_combination (1 - E ^ 2) * Real.sin_sq_add_cos_sq a
  rw [key]
  unfold signal steady
  field_simp
  ring
```

Inside the proof, `key` is the trigonometric identity for $(\cos a-E)^2$, obtained from $\sin^2a+\cos^2a=1$ multiplied by $1-E^2$. Once it is substituted, `field_simp` clears the denominators, which are known to be non-zero, and `ring` compares the two sides.

The main theorem now requires $M_0>0$, which describes a sample polarized along the field. For $M_0=0$ every flip angle would give the same zero signal, and the equality condition would fail. The theorem joins two statements for an arbitrary real flip angle: the upper bound, and the exact condition for reaching it.

```lean
/-- The steady-state signal is at most `M0 √((1 - E) / (1 + E))` for every flip angle, with
equality exactly when `cos a = E` and `sin a` is non-negative. -/
theorem signal_le_and_eq_iff {M0 E : ℝ} (hM : 0 < M0) (h0 : 0 ≤ E) (h1 : E < 1) (a : ℝ) :
    signal M0 E a ≤ M0 * √((1 - E) / (1 + E)) ∧
    (signal M0 E a = M0 * √((1 - E) / (1 + E)) ↔ Real.cos a = E ∧ 0 ≤ Real.sin a) := by
  have hD := denom_pos h0 h1 a
  have hE : 0 < 1 - E := by linarith
  have hE' : 0 < 1 + E := by linarith
  have hr : 0 < (1 - E) / (1 + E) := div_pos hE hE'
  have hB : 0 < M0 * √((1 - E) / (1 + E)) := mul_pos hM (Real.sqrt_pos.mpr hr)
  have hB2 : (M0 * √((1 - E) / (1 + E))) ^ 2 = M0 ^ 2 * ((1 - E) / (1 + E)) := by
    rw [mul_pow, Real.sq_sqrt hr.le]
  have hst : 0 < steady M0 E a := div_pos (mul_pos hM hE) hD
  have hdef := signal_sq_deficit h0 h1 M0 a
  have hK : 0 < M0 ^ 2 * (1 - E) / ((1 + E) * (1 - E * Real.cos a) ^ 2) := by positivity
  -- the deficit is a positive factor times a square
  have hle : signal M0 E a ≤ M0 * √((1 - E) / (1 + E)) := by
    refine (le_abs_self _).trans (abs_le_of_sq_le_sq ?_ hB.le)
    have h := mul_nonneg hK.le (sq_nonneg (Real.cos a - E))
    linarith
  refine ⟨hle, ?_, ?_⟩
  · intro h
    constructor
    · rw [h, hB2, sub_self] at hdef
      have hz := (mul_eq_zero.mp hdef.symm).resolve_left hK.ne'
      exact sub_eq_zero.mp (pow_eq_zero_iff (two_ne_zero)|>.mp hz)
    · have hpos : 0 < steady M0 E a * Real.sin a := by
        change 0 < signal M0 E a
        rw [h]
        exact hB
      exact (pos_of_mul_pos_right hpos hst.le).le
  · rintro ⟨hc, hs⟩
    have hS : 0 ≤ signal M0 E a := mul_nonneg hst.le hs
    have hz : (Real.cos a - E) ^ 2 = 0 := by rw [hc]; ring
    rw [hz, mul_zero] at hdef
    exact le_antisymm hle
      ((le_abs_self _).trans (abs_le_of_sq_le_sq (by linarith) hS))
```

The first lines collect the signs: the bound, the steady magnetization and the prefactor `hK` of the shortfall are all positive. For the inequality `hle`, the identity gives $S(a)^2\le(\text{bound})^2$, and `abs_le_of_sq_le_sq` turns this into $|S(a)|\le\text{bound}$.

The equality case has two directions. If the signal equals the bound, the shortfall is zero; its prefactor is not, so $(\cos a-E)^2=0$. The sign of the sine follows because its product with the positive steady magnetization is positive. In the other direction, $\cos a=E$ makes the shortfall vanish, and $\sin a\ge0$ makes the signal non-negative. The same comparison of squares then shows that the bound is at most the signal. Together with `hle` this gives equality.

On the interval from $0$ to $\pi$, written `Set.Icc 0 Real.pi` with both endpoints included, the sine is non-negative. The condition on its sign can therefore be removed.

```lean
/-- For flip angles between `0` and `π`, the signal attains the value
`M0 √((1 - E) / (1 + E))` exactly when `cos a = E`. -/
theorem signal_eq_max_iff {M0 E a : ℝ} (hM : 0 < M0) (h0 : 0 ≤ E) (h1 : E < 1)
    (ha : a ∈ Set.Icc 0 Real.pi) :
    signal M0 E a = M0 * √((1 - E) / (1 + E)) ↔ Real.cos a = E := by
  rw [(signal_le_and_eq_iff hM h0 h1 a).2]
  exact and_iff_left (Real.sin_nonneg_of_nonneg_of_le_pi ha.1 ha.2)
```

The value $E=0$ is allowed in these theorems and describes complete recovery between pulses. The bound is then $M_0$, reached in this interval at $a=\pi/2$.

## The optimal angle for a given relaxation rate and repetition time

The last theorem returns to the quantities with which an experiment is set up. It takes a positive equilibrium magnetization `M0`, a positive relaxation rate `R` and a positive repetition time `TR`, and defines $E=e^{-R\,T_R}$. Its first part compares the signal at $\arccos E$ with the signal at every real flip angle. Its second part says that a flip angle in $[0,\pi]$ gives the same signal as $\arccos E$ only if it is $\arccos E$.

```lean
/-- For relaxation rate `R` and repetition time `TR`, the Ernst angle `arccos (exp (-R TR))`
maximizes the signal over all flip angles, and is the only maximizer in `[0, π]`. -/
theorem ernst_angle_optimal {M0 R TR : ℝ} (hM : 0 < M0) (hR : 0 < R) (hT : 0 < TR) :
    let E := Real.exp (-(R * TR))
    (∀ a, signal M0 E a ≤ signal M0 E (Real.arccos E)) ∧
    ∀ a ∈ Set.Icc 0 Real.pi,
      (signal M0 E a = signal M0 E (Real.arccos E) ↔ a = Real.arccos E) := by
  intro E
  have h0 : 0 ≤ E := (Real.exp_pos _).le
  have h1 : E < 1 := Real.exp_lt_one_iff.mpr (neg_lt_zero.mpr (mul_pos hR hT))
  have hcos : Real.cos (Real.arccos E) = E := Real.cos_arccos (by linarith) h1.le
  -- the Ernst angle attains the upper bound
  have hmax := (signal_eq_max_iff hM h0 h1
    ⟨Real.arccos_nonneg E, Real.arccos_le_pi E⟩).mpr hcos
  rw [hmax]
  refine ⟨fun a => (signal_le_and_eq_iff hM h0 h1 a).1, fun a ha => ?_⟩
  rw [signal_eq_max_iff hM h0 h1 ha]
  constructor
  · intro h
    rw [← h, Real.arccos_cos ha.1 ha.2]
  · intro h
    rw [h, hcos]

end

end ErnstAngle
```

Since $R\,T_R>0$, the exponential lies strictly between $0$ and $1$, so the cosine of $\arccos E$ is indeed $E$. The angle $\arccos E$ lies in $[0,\pi]$, and by the preceding theorem it attains the bound; this is `hmax`. After the maximal signal has been replaced by its value, the first part is the bound itself. For the second part, a maximizer in $[0,\pi]$ satisfies $\cos a=E$, and on this interval $\arccos(\cos a)=a$ recovers the angle.

The optimization is over the flip angle at fixed $T_R$. It does not address the choice of $T_R$ for the best signal-to-noise ratio in a given total time, nor a sample whose components have different values of $T_1$, for which no single angle is optimal for every component. In a numerical Bloch simulation with ideal spoiling, instantaneous pulses and a single $T_1$, the closed form `signal` supplies the value to which the transverse magnetization just after each pulse should settle.

```lean
#print axioms ErnstAngle.relax_bloch
#print axioms ErnstAngle.cycle_tendsto
#print axioms ErnstAngle.ernst_angle_optimal
```

```
'ErnstAngle.relax_bloch' depends on axioms: [propext, Classical.choice, Quot.sound]
'ErnstAngle.cycle_tendsto' depends on axioms: [propext, Classical.choice, Quot.sound]
'ErnstAngle.ernst_angle_optimal' depends on axioms: [propext, Classical.choice, Quot.sound]
```
